# A positive self-consistent force constant does not guarantee a stable displacement in a classical quartic double well

Take a classical particle in V(x) = −2x² + x⁴/4 at temperature T = 2, with k_B = 1, and describe it by a Gaussian of mean m = 1 and variance s = 1. Both slopes of its trial free energy G vanish. Subscripts denoting partial derivatives, the second derivatives are

G_mm = 2, G_ms = 3, G_ss = 5/2.

At fixed variance the curvature is 2. If the variance follows the displacement, it is 2 − 9/(5/2) = −8/5: the coupling G_ms has turned a minimum in m into a maximum.

In Lean 4 with Mathlib:

```lean
import Mathlib

noncomputable section

namespace SelfConsistentPhonon
```

## The trial free energy and its derivatives

For V(x) = −ax²/2 + bx⁴/4, the Gaussian averages are ⟨x²⟩ = m² + s and ⟨x⁴⟩ = m⁴ + 6m²s + 3s². The entropy is (1/2) log s up to a constant, so ⟨V⟩ − T·(entropy) gives, without terms independent of m and s:

```lean
/-- Trial free energy of a classical particle in a quartic double well, for a Gaussian
with mean displacement `m` and variance `s > 0` at temperature `T`. -/
def G (a b T m s : ℝ) : ℝ :=
  -a * (m ^ 2 + s) / 2 + b * (m ^ 4 + 6 * m ^ 2 * s + 3 * s ^ 2) / 4 - T / 2 * Real.log s
```

Differentiating once gives

∂G/∂m = −am + b(m³ + 3ms)

```lean
/-- The slope of the free energy in the mean displacement. -/
def gradM (a b m s : ℝ) : ℝ := -a * m + b * (m ^ 3 + 3 * m * s)
```

∂G/∂s = −a/2 + 3b(m² + s)/2 − T/(2s).

```lean
/-- The slope of the free energy in the variance, for `s > 0`. -/
def gradS (a b T m s : ℝ) : ℝ := -a / 2 + 3 * b * (m ^ 2 + s) / 2 - T / (2 * s)
```

The second m-derivative equals ⟨V″⟩. Where ∂G/∂s = 0, it also equals T/s, the force constant of the auxiliary harmonic oscillator with thermal variance s. Explicitly,

G_mm = −a + 3b(m² + s).

```lean
/-- The curvature of the trial free energy in `m` at fixed variance. -/
def Gmm (a b m s : ℝ) : ℝ := -a + 3 * b * (m ^ 2 + s)
```

The other two second derivatives are G_ms = 3bm

```lean
/-- The mixed second derivative, coupling displacement and variance. -/
def Gms (b m : ℝ) : ℝ := 3 * b * m
```

and G_ss = 3b/2 + T/(2s²).

```lean
/-- The curvature in the variance, for `s > 0`. -/
def Gss (b T s : ℝ) : ℝ := 3 * b / 2 + T / (2 * s ^ 2)
```

Eliminating the variance response gives the relaxed curvature G_mm − G_ms²/G_ss.

```lean
/-- The curvature in `m` after relaxation of the variance, at a point with `s > 0` where `gradS`
vanishes and `Gss ≠ 0`. -/
def relaxedCurvature (a b T m s : ℝ) : ℝ := Gmm a b m s - Gms b m ^ 2 / Gss b T s
```

A critical point has both first derivatives equal to zero. `HasDerivAt` states this for `G` itself, including differentiability.

```lean
/-- Both partial derivatives of the trial free energy exist and vanish at `(m, s)`. -/
def IsCritical (a b T m s : ℝ) : Prop :=
  HasDerivAt (fun x => G a b T x s) 0 m ∧ HasDerivAt (fun y => G a b T m y) 0 s
```

The formulas for the slopes are checked by differentiating `G` term by term; s > 0 is needed for the logarithm.

```lean
/-- `gradM` and `gradS` are the partial derivatives of the trial free energy. -/
theorem hasDerivAt_gradient (a b T m : ℝ) {s : ℝ} (hs : 0 < s) :
    HasDerivAt (fun x => G a b T x s) (gradM a b m s) m ∧
      HasDerivAt (fun y => G a b T m y) (gradS a b T m s) s := by
  have h2 (x : ℝ) : HasDerivAt (fun y : ℝ => y ^ 2) (2 * x) x := by
    simpa using hasDerivAt_pow 2 x
  have h4 : HasDerivAt (fun y : ℝ => y ^ 4) (4 * m ^ 3) m := by
    simpa using hasDerivAt_pow 4 m
  have hi := hasDerivAt_id' s
  constructor
  · have h := (((((h2 m).add_const s).const_mul (-a)).div_const 2).fun_add
      ((((h4.fun_add (((h2 m).const_mul 6).mul_const s)).add_const
        (3 * s ^ 2)).const_mul b).div_const 4)).sub_const (T / 2 * Real.log s)
    refine h.congr_deriv ?_
    unfold gradM
    ring
  · have h := ((((hi.const_add (m ^ 2)).const_mul (-a)).div_const 2).fun_add
      (((((hi.const_mul (6 * m ^ 2)).const_add (m ^ 4)).fun_add
        ((h2 s).const_mul 3)).const_mul b).div_const 4)).fun_sub
      ((Real.hasDerivAt_log hs.ne').const_mul (T / 2))
    refine h.congr_deriv ?_
    unfold gradS
    ring
```

The same procedure, applied to the slopes, confirms the second derivatives.

```lean
/-- `Gmm`, `Gms` and `Gss` are the second partial derivatives of the trial free energy. -/
theorem hasDerivAt_hessian (a b T m : ℝ) {s : ℝ} (hs : 0 < s) :
    HasDerivAt (fun x => gradM a b x s) (Gmm a b m s) m ∧
      HasDerivAt (fun y => gradM a b m y) (Gms b m) s ∧
      HasDerivAt (fun y => gradS a b T m y) (Gss b T s) s := by
  have h3 : HasDerivAt (fun y : ℝ => y ^ 3) (3 * m ^ 2) m := by
    simpa using hasDerivAt_pow 3 m
  have hm := hasDerivAt_id' m
  have hi := hasDerivAt_id' s
  have hne : 2 * s ≠ 0 := by positivity
  refine ⟨?_, ?_, ?_⟩
  · have h := (hm.const_mul (-a)).fun_add
      ((h3.fun_add ((hm.const_mul 3).mul_const s)).const_mul b)
    refine h.congr_deriv ?_
    unfold Gmm
    ring
  · have h := (((hi.const_mul (3 * m)).const_add (m ^ 3)).const_mul b).const_add (-a * m)
    refine h.congr_deriv ?_
    unfold Gms
    ring
  · have h := ((((hi.const_add (m ^ 2)).const_mul (3 * b)).div_const 2).const_add
      (-a / 2)).fun_sub ((hasDerivAt_const s T).fun_div (hi.const_mul 2) hne)
    refine h.congr_deriv ?_
    unfold Gss
    ring
```

## Letting the variance respond

For a unit displacement with variance response t, the quadratic form is

G_mm + 2G_ms t + G_ss t² = (G_mm − G_ms²/G_ss) + G_ss(t + G_ms/G_ss)².

For b, T, s > 0, G_ss is positive, so the minimum is reached at t = −G_ms/G_ss. In the proof, `key` is this completed square.

```lean
/-- The relaxed curvature is the least value of the Hessian quadratic form when the
variance responds at an arbitrary rate `t` to a unit displacement. -/
theorem relaxedCurvature_isLeast (a m : ℝ) {b T s : ℝ} (hb : 0 < b) (hT : 0 < T)
    (hs : 0 < s) :
    IsLeast (Set.range fun t : ℝ => Gmm a b m s + 2 * Gms b m * t + Gss b T s * t ^ 2)
      (relaxedCurvature a b T m s) := by
  have hK : 0 < Gss b T s := by unfold Gss; positivity
  have hq : Gms b m / Gss b T s * Gss b T s = Gms b m := div_mul_cancel₀ _ hK.ne'
  -- complete the square in the response rate
  have key (t : ℝ) : Gmm a b m s + 2 * Gms b m * t + Gss b T s * t ^ 2 =
      relaxedCurvature a b T m s + Gss b T s * (t + Gms b m / Gss b T s) ^ 2 := by
    unfold relaxedCurvature
    linear_combination (-(2 * t + Gms b m / Gss b T s)) * hq
  constructor
  · exact ⟨-(Gms b m / Gss b T s), (key _).trans (by ring)⟩
  · rintro _ ⟨t, rfl⟩
    exact (le_add_of_nonneg_right (mul_nonneg hK.le (sq_nonneg _))).trans_eq (key t).symm
```

One numerical route is to converge s at each fixed m and take the second difference of the resulting free energy. Near a critical point this estimates the relaxed curvature, whereas the converged auxiliary frequency reports only G_mm.

## The sign at a displaced critical point

For m ≠ 0, dividing ∂G/∂m = 0 by m gives

a = b(m² + 3s).

Multiplying ∂G/∂s = 0 by 2s and inserting this a gives

T = −as + 3b(m² + s)s = 2bm²s.

The proof obtains the slope equations from uniqueness of the derivative; the converse substitutes back.

```lean
/-- The self-consistency equations for a displaced critical point. -/
theorem isCritical_iff {a b T m s : ℝ} (hs : 0 < s) (hm : m ≠ 0) :
    IsCritical a b T m s ↔ a = b * (m ^ 2 + 3 * s) ∧ T = 2 * b * m ^ 2 * s := by
  obtain ⟨h1, h2⟩ := hasDerivAt_gradient a b T m hs
  have h2s : 2 * s ≠ 0 := by positivity
  constructor
  · rintro ⟨c1, c2⟩
    have e1 := h1.unique c1
    have e2 := h2.unique c2
    unfold gradM at e1
    unfold gradS at e2
    have ha : a = b * (m ^ 2 + 3 * s) :=
      mul_left_cancel₀ hm (by linear_combination -e1)
    have e3 : T / (2 * s) * (2 * s) = T := div_mul_cancel₀ T h2s
    exact ⟨ha, by linear_combination -e3 - 2 * s * e2 - s * ha⟩
  · rintro ⟨ha, hT⟩
    have e3 : T / (2 * s) = b * m ^ 2 := (div_eq_iff h2s).2 (by linear_combination hT)
    refine ⟨h1.congr_deriv ?_, h2.congr_deriv ?_⟩
    · unfold gradM
      linear_combination (-m) * ha
    · unfold gradS
      linear_combination -e3 - ha / 2
```

Hence G_mm = 2bm² and G_ss = b(2m² + 3s)/(2s), so

G_mm − G_ms²/G_ss = 2bm² − 18bm²s/(2m² + 3s) = 4bm²(m² − 3s)/(2m² + 3s).

```lean
/-- The relaxed curvature at a displaced critical point, in terms of `m` and `s`. -/
theorem relaxedCurvature_eq {a b T m s : ℝ} (hb : 0 < b) (hs : 0 < s) (hm : m ≠ 0)
    (hc : IsCritical a b T m s) :
    relaxedCurvature a b T m s =
      4 * b * m ^ 2 * (m ^ 2 - 3 * s) / (2 * m ^ 2 + 3 * s) := by
  obtain ⟨ha, hT⟩ := (isCritical_iff hs hm).1 hc
  have hD : 2 * m ^ 2 + 3 * s ≠ 0 := by positivity
  have hM : Gmm a b m s = 2 * b * m ^ 2 := by
    unfold Gmm
    linear_combination -ha
  have hK : Gss b T s = b * (2 * m ^ 2 + 3 * s) / (2 * s) := by
    unfold Gss
    rw [hT]
    field_simp
    ring
  unfold relaxedCurvature Gms
  rw [hM, hK]
  field_simp
  ring
```

With b > 0, which keeps the well bounded, every factor except m² − 3s is positive. The relaxed curvature is therefore negative exactly when m² < 3s, while G_mm = 2bm² = T/s > 0. The signs of a and T need not be assumed, since criticality makes both positive.

```lean
/-- At a displaced critical point the auxiliary force constant is `T / s` and positive,
while the relaxed curvature is negative exactly when `m ^ 2 < 3 * s`. -/
theorem auxiliary_positive_relaxed_neg_iff {a b T m s : ℝ} (hb : 0 < b) (hs : 0 < s)
    (hm : m ≠ 0) (hc : IsCritical a b T m s) :
    Gmm a b m s = T / s ∧ 0 < Gmm a b m s ∧
      (relaxedCurvature a b T m s < 0 ↔ m ^ 2 < 3 * s) := by
  obtain ⟨ha, hT⟩ := (isCritical_iff hs hm).1 hc
  have hM : Gmm a b m s = 2 * b * m ^ 2 := by
    unfold Gmm
    linear_combination -ha
  have hD : 0 < 2 * m ^ 2 + 3 * s := by positivity
  have hk : 0 < 4 * b * m ^ 2 := by positivity
  refine ⟨(eq_div_iff hs.ne').2 (by rw [hM]; linear_combination -hT),
    by rw [hM]; positivity, ?_⟩
  rw [relaxedCurvature_eq hb hs hm hc, div_lt_iff₀ hD, zero_mul]
  constructor
  · intro h
    by_contra hn
    have := mul_nonneg hk.le (sub_nonneg.2 (not_lt.1 hn))
    linarith
  · intro h
    exact mul_neg_of_pos_of_neg hk (by linarith)
```

The condition m ≠ 0 matters. At a = 2, b = 1, T = 1, m = 0, s = 1 both slopes vanish and m² < 3s, but G_ms = 0 and the relaxed curvature is +1.

## Both signs at one temperature

Now let a, b, T > 0. The numbers bm² and 3bs have sum a and product 3bT/2. With r² = a² − 6bT, this gives

m² = (a − r)/(2b), s = (a + r)/(6b), m² − 3s = −r/b.

Since |r| < a, both m² and s are positive. The proof takes m as the positive square root.

```lean
/-- Each real root `r` of `r ^ 2 = a ^ 2 - 6 * b * T` gives a displaced critical point
with `m ^ 2 - 3 * s = -r / b`. -/
theorem exists_branch {a b T r : ℝ} (ha : 0 < a) (hb : 0 < b) (hT : 0 < T)
    (hr : r ^ 2 = a ^ 2 - 6 * b * T) :
    ∃ m s : ℝ, m ≠ 0 ∧ 0 < s ∧ IsCritical a b T m s ∧ m ^ 2 - 3 * s = -r / b := by
  have hbT := mul_pos hb hT
  have h1 : r < a := by nlinarith
  have h2 : -a < r := by nlinarith
  have hp : 0 < (a - r) / (2 * b) := div_pos (by linarith) (by linarith)
  have hq : 0 < (a + r) / (6 * b) := div_pos (by linarith) (by linarith)
  have hsq := Real.sq_sqrt hp.le
  have hm := (Real.sqrt_pos.2 hp).ne'
  have h6 : 6 * b ≠ 0 := by positivity
  refine ⟨Real.sqrt ((a - r) / (2 * b)), (a + r) / (6 * b), hm, hq,
    (isCritical_iff hq hm).2 ⟨?_, ?_⟩, ?_⟩
  · rw [hsq]
    field_simp
    ring
  · rw [hsq]
    calc T = (a ^ 2 - r ^ 2) / (6 * b) := (eq_div_iff h6).2 (by linear_combination hr)
      _ = 2 * b * ((a - r) / (2 * b)) * ((a + r) / (6 * b)) := by
        field_simp
        ring
  · rw [hsq]
    field_simp
    ring
```

Conversely, any displaced critical point satisfies

a² − 6bT = b²(m² − 3s)² ≥ 0,

so such points exist exactly when 6bT ≤ a². This limit belongs to the Gaussian trial free energy of one classical particle and is not a phase transition.

```lean
/-- Displaced critical points exist exactly when `6 * b * T ≤ a ^ 2`. -/
theorem exists_displaced_iff {a b T : ℝ} (ha : 0 < a) (hb : 0 < b) (hT : 0 < T) :
    (∃ m s : ℝ, m ≠ 0 ∧ 0 < s ∧ IsCritical a b T m s) ↔ 6 * b * T ≤ a ^ 2 := by
  constructor
  · rintro ⟨m, s, hm, hs, hc⟩
    obtain ⟨e1, e2⟩ := (isCritical_iff hs hm).1 hc
    rw [e1, e2]
    nlinarith [sq_nonneg (b * (m ^ 2 - 3 * s))]
  · intro h
    obtain ⟨m, s, hm, hs, hc, _⟩ :=
      exists_branch ha hb hT (Real.sq_sqrt (sub_nonneg.2 h))
    exact ⟨m, s, hm, hs, hc⟩
```

Strictly below the limit, r = +√(a² − 6bT) gives a negative relaxed curvature and the opposite root a positive one. In the opening example, the second solution is m² = 3, s = 1/3, with relaxed curvature 24/7.

```lean
/-- For `6 * b * T < a ^ 2` there are displaced critical points of both kinds, with
negative and with positive relaxed curvature. -/
theorem both_signs_occur {a b T : ℝ} (ha : 0 < a) (hb : 0 < b) (hT : 0 < T)
    (h : 6 * b * T < a ^ 2) :
    (∃ m s : ℝ, m ≠ 0 ∧ 0 < s ∧ IsCritical a b T m s ∧ relaxedCurvature a b T m s < 0) ∧
      ∃ m s : ℝ, m ≠ 0 ∧ 0 < s ∧ IsCritical a b T m s ∧
        0 < relaxedCurvature a b T m s := by
  have hd : 0 < a ^ 2 - 6 * b * T := sub_pos.2 h
  have hr := Real.sq_sqrt hd.le
  have hpos := div_pos (Real.sqrt_pos.2 hd) hb
  constructor
  · obtain ⟨m, s, hm, hs, hc, e⟩ := exists_branch ha hb hT hr
    rw [neg_div] at e
    exact ⟨m, s, hm, hs, hc,
      (auxiliary_positive_relaxed_neg_iff hb hs hm hc).2.2.2 (by linarith)⟩
  · -- the opposite root gives the other branch
    obtain ⟨m, s, hm, hs, hc, e⟩ := exists_branch ha hb hT ((neg_sq _).trans hr)
    rw [neg_neg] at e
    have hms : 0 < m ^ 2 - 3 * s := by linarith
    refine ⟨m, s, hm, hs, hc, ?_⟩
    rw [relaxedCurvature_eq hb hs hm hc]
    exact div_pos (mul_pos (by positivity) hms) (by positivity)

end SelfConsistentPhonon
```

For self-consistent phonon practice, this one-coordinate classical model shows that a real auxiliary frequency is not by itself a test of structural stability.

```lean
#print axioms SelfConsistentPhonon.relaxedCurvature_isLeast
-- 'SelfConsistentPhonon.relaxedCurvature_isLeast' depends on axioms: [propext, Classical.choice, Quot.sound]
#print axioms SelfConsistentPhonon.auxiliary_positive_relaxed_neg_iff
-- 'SelfConsistentPhonon.auxiliary_positive_relaxed_neg_iff' depends on axioms: [propext, Classical.choice, Quot.sound]
#print axioms SelfConsistentPhonon.exists_displaced_iff
-- 'SelfConsistentPhonon.exists_displaced_iff' depends on axioms: [propext, Classical.choice, Quot.sound]
#print axioms SelfConsistentPhonon.both_signs_occur
-- 'SelfConsistentPhonon.both_signs_occur' depends on axioms: [propext, Classical.choice, Quot.sound]
```
